# For two spins 1/2, the triplet's first-order zero-field-splitting tensor is half the symmetric exchange tensor

If the zero-field-splitting tensor measured on the triplet of a spin-1/2 dimer is read directly as its anisotropic exchange, the anisotropy comes out too small by a factor of two. If a Dzyaloshinskii-Moriya vector is fitted to the same splittings at first order, the fit leaves it undetermined. Projecting the exchange operator on the triplet accounts for both: the projection halves the symmetric part of the exchange tensor and removes the antisymmetric part. Both statements hold to first order in the anisotropy, with the coupling written as $\mathbf S_1\cdot J\mathbf S_2$ and the zero-field splitting as $\mathbf S\cdot D\mathbf S$, where $\mathbf S=\mathbf S_1+\mathbf S_2$. Here the exchange tensor $J$ stands for the whole bilinear coupling of the two spins, including their magnetic dipole interaction.

## Projecting the exchange by hand

Let $S_{1a}$ and $S_{2a}$ be the spin components on the two sites, in units of $\hbar$, with $a=0,1,2$ for $x,y,z$. Let $S_a=S_{1a}+S_{2a}$, and let $P$ be the projector on total spin one. For a real $3\times3$ tensor $J$ with symmetric part $G=(J+J^T)/2$, the claim is

$$P\Big(\sum_{ab}J_{ab}S_{1a}S_{2b}\Big)P=P\Big(\tfrac12\sum_{ab}G_{ab}S_aS_b-\tfrac14\operatorname{tr}J\Big)P .$$

**The antisymmetric part.** Let $W$ interchange the two sites. Then $W^2=1$ and $P=(1+W)/2$, so $PW=WP=P$. Since $W S_{1a}S_{2b}=S_{1b}S_{2a}W$,

$$PS_{1a}S_{2b}P=PWS_{1a}S_{2b}P=PS_{1b}S_{2a}WP=PS_{1b}S_{2a}P .$$

Hence $J$ and $J^T$ have the same projection, and $J$ may be replaced by $G$.

**The symmetric part.** A single spin 1/2 obeys $S_{1a}S_{1b}+S_{1b}S_{1a}=\delta_{ab}/2$, and likewise on site 2. Spins on different sites commute, so

$$S_aS_b+S_bS_a=\delta_{ab}+2(S_{1a}S_{2b}+S_{1b}S_{2a}).$$

Solving for the last bracket, multiplying by $G_{ab}/2$ and summing gives

$$\sum_{ab}G_{ab}S_{1a}S_{2b}=\tfrac12\sum_{ab}G_{ab}S_aS_b-\tfrac14\operatorname{tr}G,$$

and $\operatorname{tr}G=\operatorname{tr}J$.

**The levels.** For a real vector $v$ define the triplet state

$$t(v)=(-v_0+iv_1)|{\uparrow\uparrow}\rangle+v_2(|{\uparrow\downarrow}\rangle+|{\downarrow\uparrow}\rangle)+(v_0+iv_1)|{\downarrow\downarrow}\rangle .$$

Its squared norm is $2|v|^2$, so for $v\ne0$ the normalised state is $t(v)/(\sqrt2\,|v|)$. With $e_a$ the Cartesian unit vectors, $S_a t(v)=i\,t(e_a\times v)$. Applying this twice gives $S_aS_bt(v)=t(\delta_{ab}v-v_ae_b)$. The projected exchange therefore sends $t(v)$ to

$$t\big(\tfrac12(\operatorname{tr}G)v-\tfrac12Gv-\tfrac14(\operatorname{tr}J)v\big)=t\big(\tfrac14(\operatorname{tr}J)v-\tfrac12Gv\big).$$

If $Gv=gv$ with $v\neq0$, the energy is $\operatorname{tr}J/4-g/2$, and splittings are half the differences of principal values.

## Spins, swap and tensors in Lean

```lean
import Mathlib

open Matrix
open scoped Kronecker

namespace AnisotropicExchange

noncomputable section
```

An operator is a complex matrix indexed by pairs of site states, with index 0 for up and 1 for down.

```lean
/-- Operators on the four-dimensional space of two spins 1/2. -/
abbrev Op := Matrix (Fin 2 × Fin 2) (Fin 2 × Fin 2) ℂ

/-- The Pauli matrices, numbered x, y, z. -/
def pauli : Fin 3 → Matrix (Fin 2) (Fin 2) ℂ :=
  ![!![0, 1; 1, 0], !![0, -Complex.I; Complex.I, 0], !![1, 0; 0, -1]]
```

Half a Pauli matrix on one site, with the identity on the other, gives the site spins.

```lean
/-- Spin component `a` on the first site, in units of ħ. -/
def S₁ (a : Fin 3) : Op := ((1 / 2 : ℂ) • pauli a) ⊗ₖ 1

/-- Spin component `a` on the second site, in units of ħ. -/
def S₂ (a : Fin 3) : Op := 1 ⊗ₖ ((1 / 2 : ℂ) • pauli a)

/-- Component `a` of the total spin. -/
def S (a : Fin 3) : Op := S₁ a + S₂ a
```

The projector is defined through the interchange $W$, here `siteSwap`. That it selects total spin one is proved below.

```lean
/-- The operator that interchanges the states of the two sites. -/
def siteSwap : Op := Matrix.of fun p q => if p.1 = q.2 ∧ p.2 = q.1 then 1 else 0

/-- The triplet projector, which symmetrises a state in the two sites. -/
def P : Op := (1 / 2 : ℂ) • (1 + siteSwap)
```

The sign and scale convention is $+\mathbf S_1\cdot J\mathbf S_2$; a Hamiltonian written with $-2J$ needs its tensor converted first. The tensor is real but otherwise arbitrary. `zeroField` does not require a traceless tensor, so it may contain a uniform shift of the triplet.

```lean
/-- The bilinear exchange Hamiltonian S₁·J S₂. -/
def exchange (J : Matrix (Fin 3) (Fin 3) ℝ) : Op :=
  ∑ a, ∑ b, (J a b : ℂ) • (S₁ a * S₂ b)

/-- The zero-field-splitting Hamiltonian S·D S of the total spin. -/
def zeroField (D : Matrix (Fin 3) (Fin 3) ℝ) : Op :=
  ∑ a, ∑ b, (D a b : ℂ) • (S a * S b)

/-- The symmetric part of an exchange tensor. -/
def symPart (J : Matrix (Fin 3) (Fin 3) ℝ) : Matrix (Fin 3) (Fin 3) ℝ :=
  (1 / 2 : ℝ) • (J + Jᵀ)
```

The last definition is $t(v)$, with the two site indices as row and column.

```lean
/-- The unnormalised triplet state with real Cartesian components `v`. -/
def tripletState (v : Fin 3 → ℝ) : Fin 2 × Fin 2 → ℂ := fun p =>
  !![-(v 0 : ℂ) + Complex.I * v 1, (v 2 : ℂ);
     (v 2 : ℂ), (v 0 : ℂ) + Complex.I * v 1] p.1 p.2
```

## From site spins to total spin

The first lemma rewrites a two-site product as a Kronecker product, a form suited to entrywise checks.

```lean
/-- A product of spin components on different sites is a quarter of the Kronecker product
of Pauli matrices. -/
theorem site_mul (a b : Fin 3) : S₁ a * S₂ b = (1 / 4 : ℂ) • (pauli a ⊗ₖ pauli b) := by
  rw [S₁, S₂, ← Matrix.mul_kronecker_mul, mul_one, one_mul,
    Matrix.smul_kronecker, Matrix.kronecker_smul]
  module
```

The next one is the anticommutator step. `hp` checks the Pauli anticommutators entry by entry, `h1` and `h2` transfer them to the two sites, and `hc` says that different sites commute. The final `linear_combination` solves for the mixed products.

```lean
/-- The sum `S₁ a * S₂ b + S₁ b * S₂ a` is half the anticommutator of total-spin components, less
1/2 when the components coincide. -/
theorem pair_eq_total (a b : Fin 3) : S₁ a * S₂ b + S₁ b * S₂ a =
    (1 / 2 : ℂ) • (S a * S b + S b * S a) - (if a = b then (1 / 2 : ℂ) else 0) • 1 := by
  -- the anticommutator of a single spin 1/2
  have hp : pauli a * pauli b + pauli b * pauli a = (if a = b then (2 : ℂ) else 0) • 1 := by
    ext i j
    fin_cases a <;> fin_cases b <;> fin_cases i <;> fin_cases j <;>
      simp [pauli] <;> norm_num
  have hs : ((1 / 2 : ℂ) • pauli a) * ((1 / 2 : ℂ) • pauli b) +
      ((1 / 2 : ℂ) • pauli b) * ((1 / 2 : ℂ) • pauli a) =
      (if a = b then (1 / 2 : ℂ) else 0) • 1 := by
    simp only [smul_mul_smul_comm, ← smul_add, hp]
    split_ifs <;> module
  have h1 : S₁ a * S₁ b + S₁ b * S₁ a = (if a = b then (1 / 2 : ℂ) else 0) • 1 := by
    rw [S₁, S₁, ← Matrix.mul_kronecker_mul, ← Matrix.mul_kronecker_mul, one_mul,
      ← Matrix.add_kronecker, hs, Matrix.smul_kronecker, Matrix.one_kronecker_one]
  have h2 : S₂ a * S₂ b + S₂ b * S₂ a = (if a = b then (1 / 2 : ℂ) else 0) • 1 := by
    rw [S₂, S₂, ← Matrix.mul_kronecker_mul, ← Matrix.mul_kronecker_mul, one_mul,
      ← Matrix.kronecker_add, hs, Matrix.kronecker_smul, Matrix.one_kronecker_one]
  have hc : ∀ c d, S₂ c * S₁ d = S₁ d * S₂ c := fun c d => by
    simp only [S₁, S₂, ← Matrix.mul_kronecker_mul, one_mul, mul_one]
  simp only [S, mul_add, add_mul, hc]
  linear_combination (norm := module) (-1 / 2 : ℂ) • h1 + (-1 / 2 : ℂ) • h2
```

To identify $P$, the code checks $W^2=1$ and $\sum_a\sigma_a\otimes\sigma_a=2W-1$, where $\sigma_a$ are the Pauli matrices. The second identity gives $\sum_aS_a^2=1+W=2P$, which is $S(S+1)=2$ on the triplet and zero on the singlet.

```lean
/-- `P` is idempotent and the squared total spin equals 2P, so `P` projects on total spin one. -/
theorem triplet_projector : P * P = P ∧ ∑ a, S a * S a = (2 : ℂ) • P := by
  constructor
  · have hW : siteSwap * siteSwap = 1 := by
      ext ⟨i, j⟩ ⟨k, l⟩
      fin_cases i <;> fin_cases j <;> fin_cases k <;> fin_cases l <;>
        simp [siteSwap, Matrix.mul_apply, Fintype.sum_prod_type]
    simp only [P, smul_mul_smul_comm, mul_add, add_mul, one_mul, mul_one, hW]
    module
  · have hK : pauli 0 ⊗ₖ pauli 0 + pauli 1 ⊗ₖ pauli 1 + pauli 2 ⊗ₖ pauli 2 =
        (2 : ℂ) • siteSwap - 1 := by
      ext ⟨i, j⟩ ⟨k, l⟩
      fin_cases i <;> fin_cases j <;> fin_cases k <;> fin_cases l <;>
        simp [siteSwap, pauli] <;> norm_num
    have p0 := pair_eq_total 0 0
    have p1 := pair_eq_total 1 1
    have p2 := pair_eq_total 2 2
    rw [if_pos rfl, site_mul] at p0 p1 p2
    rw [Fin.sum_univ_three, P]
    linear_combination (norm := module)
      (-1 : ℂ) • p0 + (-1 : ℂ) • p1 + (-1 : ℂ) • p2 + (1 / 2 : ℂ) • hK
```

## Antisymmetric exchange disappears

In the following proof `hx` moves the swap through a product of spins, `hab` is the displayed chain of equalities, and `hT` sums it to equate the projections of $J$ and $J^T$. Averaging the two leaves the symmetric part.

```lean
/-- Within the triplet, an exchange tensor acts only through its symmetric part. -/
theorem project_symPart (J : Matrix (Fin 3) (Fin 3) ℝ) :
    P * exchange J * P = P * exchange (symPart J) * P := by
  have hW : siteSwap = (2 : ℂ) • P - 1 := by rw [P]; module
  have hPW : P * siteSwap = P := by
    rw [hW, mul_sub, mul_smul_comm, triplet_projector.1, mul_one]; module
  have hWP : siteSwap * P = P := by
    rw [hW, sub_mul, smul_mul_assoc, triplet_projector.1, one_mul]; module
  -- the swap carries the spin of one site to the other
  have hx : ∀ a b, siteSwap * (S₁ a * S₂ b) = (S₁ b * S₂ a) * siteSwap := fun a b => by
    rw [site_mul, site_mul]
    ext ⟨i, j⟩ ⟨k, l⟩
    fin_cases i <;> fin_cases j <;> fin_cases k <;> fin_cases l <;>
      simp [siteSwap, Matrix.mul_apply, Fintype.sum_prod_type] <;> ring
  have hab : ∀ a b, P * (S₁ a * S₂ b) * P = P * (S₁ b * S₂ a) * P := fun a b => by
    calc P * (S₁ a * S₂ b) * P = P * siteSwap * (S₁ a * S₂ b) * P := by rw [hPW]
      _ = P * (S₁ b * S₂ a) * (siteSwap * P) := by
        rw [mul_assoc P siteSwap, hx]; simp only [mul_assoc]
      _ = P * (S₁ b * S₂ a) * P := by rw [hWP]
  have hT : P * exchange J * P = P * exchange Jᵀ * P := by
    simp only [exchange, Finset.mul_sum, Finset.sum_mul, mul_smul_comm, smul_mul_assoc]
    rw [Finset.sum_comm]
    refine Finset.sum_congr rfl fun a _ => Finset.sum_congr rfl fun b _ => ?_
    rw [Matrix.transpose_apply, hab b a]
  have hs : exchange (symPart J) = (1 / 2 : ℂ) • (exchange J + exchange Jᵀ) := by
    simp only [exchange, Fin.sum_univ_three, symPart, Matrix.smul_apply, Matrix.add_apply,
      Matrix.transpose_apply, smul_eq_mul]
    push_cast
    module
  rw [hs, mul_smul_comm, smul_mul_assoc, mul_add, add_mul, ← hT]
  module
```

An antisymmetric tensor has symmetric part zero, so its projection vanishes.

```lean
/-- Dzyaloshinskii-Moriya exchange, given by an antisymmetric tensor, vanishes when projected
on the triplet. -/
theorem dzyaloshinskii_moriya_drops_out (A : Matrix (Fin 3) (Fin 3) ℝ) (hA : Aᵀ = -A) :
    P * exchange A * P = 0 := by
  have h0 : symPart A = 0 := by simp [symPart, hA]
  rw [project_symPart, h0]
  simp [exchange]
```

## The zero-field-splitting tensor

The main theorem is an operator identity for every real `J`. Its step `key` is the unprojected identity for $G$, assembled from the three diagonal and three off-diagonal cases of `pair_eq_total`; `project_symPart` then supplies the passage from $J$ to $G$.

```lean
/-- Projected on the triplet, the exchange S₁·J S₂ is a zero-field splitting whose tensor is half
the symmetric part of `J`, plus a constant energy of minus a quarter of the trace of `J`. -/
theorem exchange_eq_zeroField (J : Matrix (Fin 3) (Fin 3) ℝ) :
    P * exchange J * P =
      P * (zeroField ((1 / 2 : ℝ) • symPart J) - ((J.trace / 4 : ℝ) : ℂ) • 1) * P := by
  have p0 := pair_eq_total 0 0
  have p1 := pair_eq_total 1 1
  have p2 := pair_eq_total 2 2
  have q0 := pair_eq_total 0 1
  have q1 := pair_eq_total 0 2
  have q2 := pair_eq_total 1 2
  rw [if_pos rfl] at p0 p1 p2
  rw [if_neg (by decide : ¬ (0 : Fin 3) = 1)] at q0
  rw [if_neg (by decide : ¬ (0 : Fin 3) = 2)] at q1
  rw [if_neg (by decide : ¬ (1 : Fin 3) = 2)] at q2
  -- for a symmetric tensor the identity holds before projection
  have key : exchange (symPart J) =
      zeroField ((1 / 2 : ℝ) • symPart J) - ((J.trace / 4 : ℝ) : ℂ) • 1 := by
    simp only [exchange, zeroField, Fin.sum_univ_three, symPart, Matrix.trace_fin_three,
      Matrix.smul_apply, Matrix.add_apply, Matrix.transpose_apply, smul_eq_mul]
    push_cast
    linear_combination (norm := module) ((J 0 0 : ℂ) / 2) • p0 + ((J 1 1 : ℂ) / 2) • p1 +
      ((J 2 2 : ℂ) / 2) • p2 + (((J 0 1 : ℂ) + J 1 0) / 2) • q0 +
      (((J 0 2 : ℂ) + J 2 0) / 2) • q1 + (((J 1 2 : ℂ) + J 2 1) / 2) • q2
  rw [project_symPart, key]
```

The identity needs a projector on both sides. Take $J_{01}=1$, $J_{10}=-1$ and all other entries zero, so that $G=0$ and the right-hand side vanishes. The exchange $S_{10}S_{21}-S_{11}S_{20}$ nevertheless sends the singlet $(|{\uparrow\downarrow}\rangle-|{\downarrow\uparrow}\rangle)/\sqrt2$ to $-\tfrac i2(|{\uparrow\downarrow}\rangle+|{\downarrow\uparrow}\rangle)/\sqrt2$, a triplet state. A projector on the left alone leaves this vector unchanged, and by Hermitian conjugation one on the right alone fails too.

The words "first order" are the physical reading of this identity: when isotropic exchange separates singlet and triplet by much more than the anisotropy, the projected operator gives the triplet energies to first order. The singlet-triplet mixing just seen enters at second order. For a Dzyaloshinskii-Moriya vector of length $d$ and a singlet-triplet gap $\Delta$, it shifts triplet levels by up to about $d^2/(4\Delta)$. Measured splittings can be read as half the exchange anisotropy only if this shift is small compared with them; a large gap alone does not ensure that.

## Principal axes and energies

Injectivity follows by reading the components of `v` back from two amplitudes of the state.

```lean
/-- The map from real Cartesian vectors to unnormalised triplet state vectors is injective. -/
theorem tripletState_injective : Function.Injective tripletState := by
  intro v w h
  have h0 := congrFun h (0, 0)
  have h1 := congrFun h (0, 1)
  simp [tripletState, Complex.ext_iff] at h0 h1
  ext i
  fin_cases i
  exacts [h0.1, h0.2, h1]
```

The action on $t(v)$ is proved by comparing amplitudes instead of using cross products: `hP` shows that $P$ leaves these states alone, and `hE` evaluates the exchange for $G$.

```lean
set_option maxHeartbeats 400000 in
/-- On Cartesian triplet states the projected exchange acts as the 3×3 matrix
tr(J)/4 minus half the symmetric part of `J`. -/
theorem triplet_block (J : Matrix (Fin 3) (Fin 3) ℝ) (v : Fin 3 → ℝ) :
    (P * exchange J * P) *ᵥ tripletState v =
      tripletState ((J.trace / 4) • v - (1 / 2 : ℝ) • (symPart J *ᵥ v)) := by
  have hP : ∀ w, P *ᵥ tripletState w = tripletState w := fun w => by
    ext ⟨i, j⟩
    fin_cases i <;> fin_cases j <;>
      simp [P, siteSwap, tripletState, Matrix.mulVec, dotProduct, Fintype.sum_prod_type,
        Matrix.one_apply] <;> ring
  have hE : exchange (symPart J) *ᵥ tripletState v =
      tripletState ((J.trace / 4) • v - (1 / 2 : ℝ) • (symPart J *ᵥ v)) := by
    simp only [exchange, site_mul]
    ext ⟨i, j⟩
    fin_cases i <;> fin_cases j <;> apply Complex.ext <;>
      simp [pauli, tripletState, symPart, Matrix.mulVec, dotProduct, Fintype.sum_prod_type,
        Fin.sum_univ_three, Matrix.trace_fin_three] <;> ring
  rw [project_symPart, ← Matrix.mulVec_mulVec, hP, ← Matrix.mulVec_mulVec, hE, hP]
```

For a principal axis, the eigenvalue equation follows by substitution. The condition `hv` makes the state nonzero, so the stated number is a genuine eigenvalue.

```lean
/-- A principal axis `v` of the symmetric exchange with principal value `g` gives a nonzero
triplet eigenstate of the projected exchange, with energy tr(J)/4 - g/2. -/
theorem principal_axis_energy (J : Matrix (Fin 3) (Fin 3) ℝ) (v : Fin 3 → ℝ) (g : ℝ)
    (hv : v ≠ 0) (hg : symPart J *ᵥ v = g • v) :
    tripletState v ≠ 0 ∧ (P * exchange J * P) *ᵥ tripletState v =
      ((J.trace / 4 - g / 2 : ℝ) : ℂ) • tripletState v := by
  constructor
  · intro h
    apply hv
    apply tripletState_injective
    rw [h]
    ext ⟨i, j⟩
    fin_cases i <;> fin_cases j <;> simp [tripletState]
  · rw [triplet_block, hg]
    ext ⟨i, j⟩
    fin_cases i <;> fin_cases j <;> simp [tripletState] <;> ring
```

Suppose an electronic-structure calculation, mapped to this two-spin bilinear model, gives in cm⁻¹

$$J=\begin{pmatrix}100&3&0\\-3&100&0\\0&0&106\end{pmatrix}.$$

Symmetrising gives $G=\operatorname{diag}(100,100,106)$, and $\operatorname{tr}J/4=76.5$. The $x$ and $y$ states lie at $26.5$ and the $z$ state at $23.5$. The splitting to compare with a measured triplet spectrum is thus $3$ cm⁻¹, half the exchange anisotropy of $6$. The antisymmetric entry $3$ contributes nothing at this order; at second order, its coupling to the singlet raises the $z$ state by about $0.02$ cm⁻¹.

## What the triplet reveals about the exchange tensor

Equal symmetric parts give equal projections by `project_symPart`. For the converse, the code applies `triplet_block` to the unit vectors and compares the matrices $\operatorname{tr}J/4-G/2$ entry by entry. Their traces equal $\operatorname{tr}J/4$, so the traces of the two tensors agree, and then so do the symmetric parts.

```lean
/-- Two exchange tensors have the same projection on the triplet exactly when their symmetric
parts agree. -/
theorem same_triplet_iff (J K : Matrix (Fin 3) (Fin 3) ℝ) :
    P * exchange J * P = P * exchange K * P ↔ symPart J = symPart K := by
  constructor
  · intro h
    -- compare the 3×3 blocks entry by entry
    have key : ∀ a b, J.trace / 4 * (Pi.single b 1 : Fin 3 → ℝ) a - 1 / 2 * symPart J a b =
        K.trace / 4 * (Pi.single b 1 : Fin 3 → ℝ) a - 1 / 2 * symPart K a b := fun a b => by
      have hc : ∀ M : Matrix (Fin 3) (Fin 3) ℝ,
          (M *ᵥ (Pi.single b 1 : Fin 3 → ℝ)) a = M a b := fun M => by simp
      have e := triplet_block J (Pi.single b 1)
      rw [h, triplet_block] at e
      have e' := congrFun (tripletState_injective e) a
      simp only [Pi.sub_apply, Pi.smul_apply, smul_eq_mul, hc] at e'
      exact e'.symm
    have ht : ∀ M : Matrix (Fin 3) (Fin 3) ℝ,
        M.trace = symPart M 0 0 + symPart M 1 1 + symPart M 2 2 := fun M => by
      simp only [Matrix.trace_fin_three, symPart, Matrix.smul_apply, Matrix.add_apply,
        Matrix.transpose_apply, smul_eq_mul]
      ring
    have k0 := key 0 0
    have k1 := key 1 1
    have k2 := key 2 2
    simp only [Pi.single_eq_same] at k0 k1 k2
    have hJK : J.trace = K.trace := by linarith [ht J, ht K]
    ext a b
    have hab := key a b
    rw [hJK] at hab
    linarith
  · intro h
    rw [project_symPart J, h, ← project_symPart K]

end

end AnisotropicExchange
```

The full projected operator therefore determines $G$, including its trace. Splittings within the triplet alone do not, because adding a multiple of the identity to $J$ moves all three levels together.

```lean
#print axioms AnisotropicExchange.dzyaloshinskii_moriya_drops_out
#print axioms AnisotropicExchange.exchange_eq_zeroField
#print axioms AnisotropicExchange.principal_axis_energy
#print axioms AnisotropicExchange.same_triplet_iff
```

```
'AnisotropicExchange.dzyaloshinskii_moriya_drops_out' depends on axioms: [propext, Classical.choice, Quot.sound]
'AnisotropicExchange.exchange_eq_zeroField' depends on axioms: [propext, Classical.choice, Quot.sound]
'AnisotropicExchange.principal_axis_energy' depends on axioms: [propext, Classical.choice, Quot.sound]
'AnisotropicExchange.same_triplet_iff' depends on axioms: [propext, Classical.choice, Quot.sound]
```
